# The change of variables from (r1, r2, u) to (r1 + r2, r2 − r1, u) has Jacobian determinant 2

The theorem concerns the Hylleraas change of variables s = r1 + r2, t = r2 − r1, with u left as it is. It says that at every point of ℝ³ the derivative of this map is one fixed linear map, whose determinant is 2. The variables are arbitrary real numbers here, with no positivity or triangle conditions imposed on them as distances. The attempt first shows that the map equals that linear map, and so is its own derivative, and then computes the determinant from the explicit 3×3 formula.

This version doesn't compile in Lean 4 with Mathlib:

```lean
import Mathlib

open MeasureTheory Set
open scoped Real

namespace HylleraasCoordinates

noncomputable section

/-- The passage from `(r1, r2, u)` to `(s, t, u)` with `s = r1 + r2` and `t = r2 - r1`. -/
def hylleraasMap (x : Fin 3 → ℝ) : Fin 3 → ℝ := ![x 0 + x 1, x 1 - x 0, x 2]

/-- The linear map given by the matrix of partial derivatives of `(s, t, u)` with respect to
`(r1, r2, u)`. -/
def hylleraasDeriv : (Fin 3 → ℝ) →L[ℝ] (Fin 3 → ℝ) :=
  LinearMap.toContinuousLinearMap (Matrix.toLin' !![1, 1, 0; -1, 1, 0; 0, 0, 1])

/-- The derivative of `(s, t, u)` with respect to `(r1, r2, u)` is `hylleraasDeriv`, and its
determinant is `2`. -/
theorem hylleraasMap_jacobian (x : Fin 3 → ℝ) :
    HasFDerivAt hylleraasMap hylleraasDeriv x ∧ hylleraasDeriv.det = 2 := by
  constructor
  · have h : hylleraasMap = ⇑hylleraasDeriv := by
      funext y
      show hylleraasMap y = Matrix.toLin' !![1, 1, 0; -1, 1, 0; 0, 0, 1] y
      ext i
      fin_cases i <;>
        simp [hylleraasMap, Matrix.toLin'_apply, Matrix.mulVec, dotProduct,
          Fin.sum_univ_three] <;> ring
    rw [h]
    exact hylleraasDeriv.hasFDerivAt
  · show LinearMap.det (Matrix.toLin' !![(1 : ℝ), 1, 0; -1, 1, 0; 0, 0, 1]) = 2
    rw [LinearMap.det_toLin']
    norm_num [Matrix.det_fin_three]

end

end HylleraasCoordinates
```

The compiler's answer:

```
Main.lean:32:2: error: unsolved goals
case right
x : Fin 3 → ℝ
⊢ Matrix.vecCons (![1, 1, 0] 2) (fun i => Matrix.vecCons (![-1, 1, 0] 2) (fun i => ![0, 0, 1] 2) i) 2 -
              ![-1, 1, 0] 2 * Matrix.vecCons 1 (fun i => Matrix.vecCons 1 (fun i => 0) i) 2 +
            Matrix.vecCons (![1, 1, 0] 2) (fun i => Matrix.vecCons (![-1, 1, 0] 2) (fun i => ![0, 0, 1] 2) i) 2 +
          ![-1, 1, 0] 2 * Matrix.vecCons 1 (fun i => Matrix.vecCons (-1) (fun i => 0) i) 2 +
        -(![1, 1, 0] 2 * Matrix.vecCons 1 (fun i => Matrix.vecCons 1 (fun i => 0) i) 2) -
      ![1, 1, 0] 2 * Matrix.vecCons 1 (fun i => Matrix.vecCons (-1) (fun i => 0) i) 2 =
    2
```

What went wrong. The one error is in the determinant half. `norm_num [Matrix.det_fin_three]` expanded the determinant but did not finish the arithmetic, because some matrix entries were never read off as numbers. The goal left over still contains terms such as `![1, 1, 0] 2` and longer `Matrix.vecCons` expressions applied to `2`. All of these are lookups at index 2 that the simplification did not evaluate.

The repair separates the steps. `rw [Matrix.det_fin_three]` expands the determinant, and `show` restates the goal with every entry written as a numeral. Lean accepts the restatement because the lookups evaluate to those numerals by definition. What remains is plain arithmetic, which `norm_num` closes.

The other change, which moves `ring` onto its own line in the first half, is mere tidying, since no error was reported there.

Fix (accepted with no message):

```diff
@@ -27,10 +27,13 @@
       fin_cases i <;>
         simp [hylleraasMap, Matrix.toLin'_apply, Matrix.mulVec, dotProduct,
-          Fin.sum_univ_three] <;> ring
+          Fin.sum_univ_three]
+      ring
     rw [h]
     exact hylleraasDeriv.hasFDerivAt
   · show LinearMap.det (Matrix.toLin' !![(1 : ℝ), 1, 0; -1, 1, 0; 0, 0, 1]) = 2
     rw [LinearMap.det_toLin']
-    norm_num [Matrix.det_fin_three]
+    rw [Matrix.det_fin_three]
+    show (1 : ℝ) * 1 * 1 - 1 * 0 * 0 - 1 * (-1) * 1 + 1 * 0 * 0 + 0 * (-1) * 0 - 0 * 1 * 0 = 2
+    norm_num
 
 end
```
